# Mirror-parity selection rules for phonon vertices and linear electron–phonon coupling

Let $V$ be a real vector space of lattice displacements and $M:V\to V$ a linear map, the basal mirror, with $M^2=1$. A displacement $u$ is even if $Mu=u$ and odd, here also called flexural, if $Mu=-u$; the zero displacement counts as both. In a one-atom-thick sheet the odd displacements are exactly the out-of-plane ones. In a thicker layer they include in-plane motions that are opposite on mirror-related planes, while some out-of-plane motions, such as breathing, are even. An $n$-phonon vertex is a real $n$-multilinear form $\Phi$ on $V$, for example the $n$-th derivative of the potential energy at a mirror-symmetric equilibrium. It is mirror invariant if $\Phi(Mu_1,\dots,Mu_n)=\Phi(u_1,\dots,u_n)$ for all displacements.

The electronic states form a complex inner product space $H$, with the inner product conjugate-linear in its first argument. A unitary $U$ represents the mirror on $H$. The coupling $g$ assigns to each displacement a linear operator $g(u)$ on $H$, real-linearly in $u$, and satisfies $U g(u) U^*=g(Mu)$. This condition is postulated: it says that reflecting the electrons' perturbation gives the perturbation caused by the reflected displacement.

## Counting signs

**Vertices.** A vertex is mirror invariant if and only if it vanishes whenever all its arguments have definite parity and an odd number of them are flexural.

Let $s$ be the set of flexural slots, so that $Mu_i=-u_i$ for $i\in s$ and $Mu_i=u_i$ otherwise. Multilinearity gives
$$\Phi(Mu_1,\dots,Mu_n)=(-1)^{|s|}\,\Phi(u_1,\dots,u_n).$$
If $\Phi$ is invariant and $|s|$ is odd, then $\Phi(u)=-\Phi(u)$, hence $\Phi(u)=0$.

For the converse, split arbitrary displacements as $u_i=o_i+e_i$ with
$$o_i=\tfrac12(u_i-Mu_i),\qquad e_i=\tfrac12(u_i+Mu_i).$$
Since $M^2=1$, we have $Mo_i=-o_i$ and $Me_i=e_i$. Let $w^s$ have entries $o_i$ for $i\in s$ and $e_i$ for $i\notin s$. Expanding in every slot,
$$\Phi(u)=\sum_s\Phi(w^s),\qquad \Phi(Mu)=\sum_s(-1)^{|s|}\Phi(w^s).$$
Terms with $|s|$ even agree, and terms with $|s|$ odd vanish by assumption. So the sums are equal.

For $n=0$ the vertex is a constant, the only slot set is empty, and both sides of the equivalence hold. For $n=1$ the vertex is a linear form, such as the first-order change in energy about a mirror-symmetric configuration that need not be an equilibrium: it is invariant exactly when it vanishes on flexural displacements.

**Electrons.** Let $u$ be odd, $U\varphi=b\varphi$ and $U\psi=a\psi$. Then $\langle\varphi,g(u)\psi\rangle=0$ unless $b=-a$.

Covariance and unitarity give
$$\langle U\varphi,g(Mu)U\psi\rangle=\langle U\varphi,Ug(u)\psi\rangle=\langle\varphi,g(u)\psi\rangle.$$
Write $X$ for the right-hand side. Inserting the eigenvalues yields $-\bar b\,a\,X=X$. If $\varphi=0$, then $X=0$. Otherwise $|b|=1$, and multiplication by $b$ gives $(a+b)X=0$, so $X=0$ when $b\neq-a$.

For an expectation value, $\varphi=\psi$ and $b=a$. The exceptional case $a=-a$ would force $a=0$, which is impossible for $\psi\ne0$ because $U$ is injective. The expectation value therefore vanishes in every $U$-eigenvector.

For a flat, one-atom-thick sheet with exact mirror symmetry, cubic force constants with one or three out-of-plane indices vanish, and to first order in the displacement flexural phonons do not couple electronic states of equal mirror parity.

## Vertices in Lean

```lean
import Mathlib

open scoped InnerProductSpace ComplexConjugate

namespace FlexuralSelectionRules

noncomputable section

variable {V : Type*} [AddCommGroup V] [Module ℝ V] {n : ℕ}
```

The $n$ displacements are a function `u : Fin n → V`, with slots numbered from $0$. The vertex need not be symmetric under exchange of its arguments, and $V$ may be infinite-dimensional.

```lean
/-- An `n`-phonon vertex is mirror invariant if reflecting all displacements
leaves its value unchanged. -/
def MirrorInvariant (M : V →ₗ[ℝ] V) (Φ : MultilinearMap ℝ (fun _ : Fin n => V) ℝ) : Prop :=
  ∀ u : Fin n → V, Φ (fun i => M (u i)) = Φ u
```

The next definition records the parity of each slot through a finite set `s`.

```lean
/-- The displacements in the slots `s` are flexural (odd under the mirror `M`),
and those in all other slots are even. -/
def HasFlexuralSet (M : V →ₗ[ℝ] V) (s : Finset (Fin n)) (u : Fin n → V) : Prop :=
  ∀ i, M (u i) = if i ∈ s then -u i else u i
```

The sign formula follows by writing each reflected displacement as $\pm1$ times the original. `map_smul_univ` then extracts the product of all these scalars, which is $(-1)^{|s|}$.

```lean
/-- Reflecting displacements of definite parity multiplies any vertex by one factor
of `-1` for each flexural displacement. -/
theorem vertex_reflection_sign {M : V →ₗ[ℝ] V} (Φ : MultilinearMap ℝ (fun _ : Fin n => V) ℝ)
    {s : Finset (Fin n)} {u : Fin n → V} (h : HasFlexuralSet M s u) :
    Φ (fun i => M (u i)) = (-1) ^ s.card * Φ u := by
  have hsign : (fun i => M (u i)) = fun i => (if i ∈ s then (-1 : ℝ) else 1) • u i := by
    funext i
    rw [h i]
    split_ifs <;> simp
  rw [hsign, Φ.map_smul_univ, Finset.prod_ite_mem, Finset.univ_inter, Finset.prod_const,
    smul_eq_mul]
```

Invariance turns the left side of that formula into $\Phi(u)$, and `linarith` solves $\Phi(u)=-\Phi(u)$. This direction does not use $M^2=1$.

```lean
/-- A mirror-invariant vertex vanishes on displacements of definite parity when an odd
number of them is flexural. -/
theorem vertex_eq_zero_of_odd {M : V →ₗ[ℝ] V} {Φ : MultilinearMap ℝ (fun _ : Fin n => V) ℝ}
    (hΦ : MirrorInvariant M Φ) {s : Finset (Fin n)} {u : Fin n → V}
    (h : HasFlexuralSet M s u) (hs : Odd s.card) : Φ u = 0 := by
  have key := vertex_reflection_sign Φ h
  rw [hΦ u, hs.neg_one_pow] at key
  linarith
```

The equivalence does take $M^2=1$, as the hypothesis `hM`.

```lean
/-- For a mirror that squares to the identity, a vertex is mirror invariant if and only if
it vanishes on all displacements of definite parity with an odd number of flexural ones. -/
theorem mirrorInvariant_iff {M : V →ₗ[ℝ] V} (hM : ∀ v, M (M v) = v)
    (Φ : MultilinearMap ℝ (fun _ : Fin n => V) ℝ) :
    MirrorInvariant M Φ ↔
      ∀ (s : Finset (Fin n)) (u : Fin n → V), HasFlexuralSet M s u → Odd s.card → Φ u = 0 := by
  refine ⟨fun hΦ s u h hs => vertex_eq_zero_of_odd hΦ h hs, fun h u => ?_⟩
  -- split every displacement into its odd and even parts
  obtain ⟨o, e, ho, he, hu⟩ : ∃ o e : Fin n → V,
      (∀ i, M (o i) = -o i) ∧ (∀ i, M (e i) = e i) ∧ u = o + e := by
    refine ⟨fun i => (1 / 2 : ℝ) • (u i - M (u i)), fun i => (1 / 2 : ℝ) • (u i + M (u i)),
      fun i => ?_, fun i => ?_, ?_⟩
    · simp only [map_smul, map_sub, hM]
      module
    · simp only [map_smul, map_add, hM]
      module
    · funext i
      simp only [Pi.add_apply]
      module
  have hMu : (fun i => M (u i)) = (fun i => M (o i)) + fun i => M (e i) := by
    funext i
    simp only [hu, Pi.add_apply, map_add]
  -- expand both sides over the choices of flexural slots and compare term by term
  rw [hMu, hu, Φ.map_add_univ, Φ.map_add_univ]
  refine Finset.sum_congr rfl fun s _ => ?_
  have hw : HasFlexuralSet M s (s.piecewise o e) := by
    intro i
    by_cases hi : i ∈ s <;> simp [hi, ho, he]
  have hp : s.piecewise (fun i => M (o i)) (fun i => M (e i)) =
      fun i => M (s.piecewise o e i) := by
    funext i
    by_cases hi : i ∈ s <;> simp [hi]
  rw [hp, vertex_reflection_sign Φ hw]
  rcases Nat.even_or_odd s.card with hs | hs
  · rw [hs.neg_one_pow, one_mul]
  · rw [h s _ hw hs, mul_zero]
```

The central device is `MultilinearMap.map_add_univ`, which expands $\Phi(o+e)$ as a sum over all `s : Finset (Fin n)` of $\Phi$ evaluated at `s.piecewise o e`. That function is $w^s$: it takes the value of `o` on `s` and of `e` elsewhere. The summation index thus has the same type as the slot set in `HasFlexuralSet`, and `hw` shows that each term has exactly the parity pattern `s`. Both sides are expanded this way, `Finset.sum_congr` pairs the terms, and `hp` moves $M$ outside the piecewise choice so that the sign formula applies. The last lines separate even from odd $|s|$.

## Electronic matrix elements in Lean

```lean
variable {H : Type*} [NormedAddCommGroup H] [InnerProductSpace ℂ H]

/-- The electron-phonon coupling `g` is mirror covariant: `U g(u) U* = g(M u)`, where the
unitary `U` represents the mirror on the electronic states. -/
def MirrorCovariant (M : V →ₗ[ℝ] V) (U : H ≃ₗᵢ[ℂ] H) (g : V →ₗ[ℝ] H →ₗ[ℂ] H) : Prop :=
  ∀ u ψ, U (g u (U.symm ψ)) = g (M u) ψ
```

`U` is a complex-linear isometric equivalence, and its inverse `U.symm` plays the role of $U^*$. Neither $U^2=1$ nor hermiticity of $g(u)$ is assumed, so spinor mirrors with eigenvalues $\pm i$ are allowed. Each $g(u)$ acts on all of $H$; operators defined only on a smaller domain, and couplings quadratic in the displacement, lie beyond this definition.

```lean
/-- Matrix elements of a mirror-covariant coupling are unchanged when the displacement and
both electronic states are reflected. -/
theorem matrixElement_reflect {M : V →ₗ[ℝ] V} {U : H ≃ₗᵢ[ℂ] H} {g : V →ₗ[ℝ] H →ₗ[ℂ] H}
    (hg : MirrorCovariant M U g) (u : V) (φ ψ : H) :
    ⟪U φ, g (M u) (U ψ)⟫_ℂ = ⟪φ, g u ψ⟫_ℂ := by
  rw [← hg u (U ψ), U.symm_apply_apply, U.inner_map_map]
```

This is the reflection identity. The selection rule inserts the eigenvalues into it.

```lean
/-- A flexural displacement does not couple two mirror eigenstates, with eigenvalues `b`
and `a`, unless `b = -a`; the coupling is assumed mirror covariant. -/
theorem flexural_matrixElement_eq_zero {M : V →ₗ[ℝ] V} {U : H ≃ₗᵢ[ℂ] H}
    {g : V →ₗ[ℝ] H →ₗ[ℂ] H} (hg : MirrorCovariant M U g) {u : V} (hu : M u = -u)
    {φ ψ : H} {a b : ℂ} (hφ : U φ = b • φ) (hψ : U ψ = a • ψ) (hab : b ≠ -a) :
    ⟪φ, g u ψ⟫_ℂ = 0 := by
  by_cases h0 : φ = 0
  · simp [h0]
  -- eigenvalues of a unitary are phases
  have hb : ‖b‖ = 1 := by
    have h1 := U.norm_map φ
    rw [hφ, norm_smul] at h1
    exact mul_right_cancel₀ (norm_ne_zero_iff.mpr h0) (by rw [h1, one_mul])
  have hbb : b * conj b = 1 := by
    rw [Complex.mul_conj, Complex.normSq_eq_norm_sq, hb]
    norm_num
  have key := matrixElement_reflect hg u φ ψ
  rw [hu, hφ, hψ, map_neg, LinearMap.neg_apply, map_smul, inner_neg_right,
    inner_smul_left, inner_smul_right] at key
  have hz : (b + a) * ⟪φ, g u ψ⟫_ℂ = 0 := by
    linear_combination (-b) * key - a * ⟪φ, g u ψ⟫_ℂ * hbb
  exact (mul_eq_zero.mp hz).resolve_left fun h => hab (eq_neg_of_add_eq_zero_left h)
```

Here `hb` and `hbb` establish $|b|=1$ and $b\bar b=1$. The `linear_combination` step multiplies the identity by $-b$ and removes $b\bar b$, leaving $(b+a)X=0$.

```lean
/-- The expectation value of a mirror-covariant coupling to a flexural displacement vanishes
in every mirror eigenstate. -/
theorem flexural_expectation_eq_zero {M : V →ₗ[ℝ] V} {U : H ≃ₗᵢ[ℂ] H}
    {g : V →ₗ[ℝ] H →ₗ[ℂ] H} (hg : MirrorCovariant M U g) {u : V} (hu : M u = -u)
    {ψ : H} {a : ℂ} (hψ : U ψ = a • ψ) : ⟪ψ, g u ψ⟫_ℂ = 0 := by
  by_cases h0 : ψ = 0
  · simp [h0]
  refine flexural_matrixElement_eq_zero hg hu hψ hψ fun h => h0 ?_
  have ha : a = 0 := by linear_combination (1 / 2 : ℂ) * h
  rw [ha, zero_smul] at hψ
  exact (map_eq_zero_iff U U.injective).mp hψ
```

The expectation-value theorem sets both states equal and rules out $a=-a$ as above.

## A stretching–bending vertex

The first model has one in-plane coordinate $x$ and one out-of-plane coordinate $z$.

```lean
/-- The mirror `(x, z) ↦ (x, -z)` on one in-plane and one out-of-plane coordinate. -/
def basalMirror : ℝ × ℝ →ₗ[ℝ] ℝ × ℝ :=
  LinearMap.prodMap LinearMap.id (-LinearMap.id)

/-- The product of three linear coordinates, one for each displacement. -/
def cubicTerm (a b c : ℝ × ℝ →ₗ[ℝ] ℝ) : MultilinearMap ℝ (fun _ : Fin 3 => ℝ × ℝ) ℝ :=
  (MultilinearMap.mkPiAlgebra ℝ (Fin 3) ℝ).compLinearMap ![a, b, c]

/-- The symmetric cubic vertex `x z z + z x z + z z x` between stretching and bending. -/
def stretchBend : MultilinearMap ℝ (fun _ : Fin 3 => ℝ × ℝ) ℝ :=
  cubicTerm (LinearMap.fst ℝ ℝ ℝ) (LinearMap.snd ℝ ℝ ℝ) (LinearMap.snd ℝ ℝ ℝ) +
  cubicTerm (LinearMap.snd ℝ ℝ ℝ) (LinearMap.fst ℝ ℝ ℝ) (LinearMap.snd ℝ ℝ ℝ) +
  cubicTerm (LinearMap.snd ℝ ℝ ℝ) (LinearMap.snd ℝ ℝ ℝ) (LinearMap.fst ℝ ℝ ℝ)
```

On three equal displacements this vertex gives $3xz^2$. The following theorem confirms its invariance and a nonzero value with two flexural arguments, an even number.

```lean
/-- The basal mirror squares to the identity, the stretching-bending vertex is invariant
under it, and this vertex equals 1 for one in-plane and two flexural unit displacements. -/
theorem stretchBend_witness :
    (∀ v, basalMirror (basalMirror v) = v) ∧ MirrorInvariant basalMirror stretchBend ∧
      stretchBend ![(1, 0), (0, 1), (0, 1)] = 1 := by
  refine ⟨fun v => ?_, fun u => ?_, ?_⟩
  · simp [basalMirror]
  · simp [stretchBend, cubicTerm, basalMirror, Fin.prod_univ_three]
  · simp [stretchBend, cubicTerm, Fin.prod_univ_three]
```

## Two layers exchanged by the mirror

In the second model an electron has one amplitude on each of two layers.

```lean
/-- The unitary that exchanges the electronic amplitudes on two layers. -/
def layerSwap : EuclideanSpace ℂ (Fin 2) ≃ₗᵢ[ℂ] EuclideanSpace ℂ (Fin 2) :=
  LinearIsometryEquiv.piLpCongrLeft 2 ℂ ℂ (Equiv.swap 0 1)

/-- A displacement `(x, z)` shifts the energies of the two layers by `x + z` and `x - z`. -/
def layerCoupling :
    ℝ × ℝ →ₗ[ℝ] EuclideanSpace ℂ (Fin 2) →ₗ[ℂ] EuclideanSpace ℂ (Fin 2) where
  toFun u :=
    { toFun := fun ψ => !₂[((u.1 : ℂ) + u.2) * ψ 0, ((u.1 : ℂ) - u.2) * ψ 1]
      map_add' := by intro x y; ext i; fin_cases i <;> simp <;> ring
      map_smul' := by intro c x; ext i; fin_cases i <;> simp <;> ring }
  map_add' := by intro u v; ext ψ i; fin_cases i <;> simp <;> ring
  map_smul' := by intro c u; ext ψ i; fin_cases i <;> simp <;> ring
```

The coupling constants are set to 1. Here $x$ stands for a stretching common to both layers, which shifts their energies equally, and $z$ for a bending, which stretches one layer and compresses the other and so shifts their energies oppositely.

```lean
/-- The layer exchange maps the amplitudes `(ψ₀, ψ₁)` to `(ψ₁, ψ₀)`. -/
theorem layerSwap_apply (ψ : EuclideanSpace ℂ (Fin 2)) : layerSwap ψ = !₂[ψ 1, ψ 0] := by
  ext i
  fin_cases i <;> simp [layerSwap, LinearIsometryEquiv.piLpCongrLeft_apply]

/-- The two-layer coupling is mirror covariant, and the flexural displacement `(0, 1)` has matrix
element 2 between the unnormalised even state `(1, 1)` and odd state `(1, -1)`. -/
theorem layerCoupling_witness :
    MirrorCovariant basalMirror layerSwap layerCoupling ∧
      layerSwap !₂[1, 1] = (1 : ℂ) • !₂[1, 1] ∧
      layerSwap !₂[1, -1] = (-1 : ℂ) • !₂[1, -1] ∧
      ⟪(!₂[1, -1] : EuclideanSpace ℂ (Fin 2)), layerCoupling (0, 1) !₂[1, 1]⟫_ℂ = 2 := by
  refine ⟨fun u ψ => ?_, ?_, ?_, ?_⟩
  · obtain ⟨χ, rfl⟩ := layerSwap.surjective ψ
    rw [layerSwap.symm_apply_apply, layerSwap_apply, layerSwap_apply]
    ext i
    fin_cases i <;> simp [layerCoupling, basalMirror, sub_eq_add_neg]
  · rw [layerSwap_apply]
    ext i
    fin_cases i <;> simp
  · rw [layerSwap_apply]
    ext i
    fin_cases i <;> simp
  · rw [PiLp.inner_apply, Fin.sum_univ_two]
    norm_num [layerCoupling, RCLike.inner_apply]

end

end FlexuralSelectionRules
```

The states $(1,1)$ and $(1,-1)$ each have norm $\sqrt2$, so the matrix element $2$ becomes $1$ between normalised states. Their eigenvalues are $a=1$ and $b=-1$: a flexural displacement can couple states of opposite parity, and the selection rule fails if no restriction is placed on the eigenvalues.

```lean
#print axioms FlexuralSelectionRules.mirrorInvariant_iff
#print axioms FlexuralSelectionRules.flexural_expectation_eq_zero
```

```
'FlexuralSelectionRules.mirrorInvariant_iff' depends on axioms: [propext, Classical.choice, Quot.sound]
'FlexuralSelectionRules.flexural_expectation_eq_zero' depends on axioms: [propext, Classical.choice, Quot.sound]
```
